# The mean drift velocity away from a linear node stays below $\sqrt{2/\tau}$

In diffusion Monte Carlo with importance sampling, each walker is pushed along by a drift velocity $\psi'/\psi$, where $\psi$ is the trial function (one coordinate, atomic units). Near a node $\psi$ goes through zero and this velocity diverges. A walker that happens to sit very close to the node, with drift velocity $v$ there, is moved by $v\tau$ in a time step $\tau$ if the velocity is held fixed, and that displacement can be arbitrarily large. Yet the velocity falls as soon as the walker moves away. How far does the drift really carry it?

Take $\psi(x)=cx$ with slope $c\neq 0$. At distance $d$ from the node the drift velocity is $1/d$, so the walker obeys $d'=1/d$ and starts at $d(0)=1/v$. For this linear trial function, and with drift alone acting, the mean velocity over the step is

$$w=\frac{v\left(\sqrt{1+2v^2\tau}-1\right)}{v^2\tau},$$

which is below both $v$ and $\sqrt{2/\tau}$ and tends to $\sqrt{2/\tau}$ as $v$ grows. A simulation can use $w$ in place of $v$ in its drift step, to the extent that the trial function is linear over the distance travelled.

## A walker near a linear node

```lean
import Mathlib

open Set Filter Topology

namespace NodalDriftLimiting

noncomputable section
```

All quantities below are real numbers. In a Lean theorem the hypotheses stand before the last main colon and the conclusion after it; the proof follows `:=`. The closed time interval $[0,\tau]$ is written `Icc 0 τ`.

```lean
/-- A trial function that vanishes linearly, with slope `c`, at a node placed at the origin. -/
def linearNode (c : ℝ) : ℝ → ℝ := fun x => c * x
```

This is the function $x\mapsto cx$, with the node at the origin. The definition allows any slope; the condition $c\ne0$, which says that the trial function really changes sign at first order, appears as the hypothesis `hc` where it is used.

```lean
/-- The path `d` follows the drift of the trial function `ψ` during the time interval `[0, τ]`:
its velocity `u` satisfies `ψ(d) u = ψ'(d)`. -/
def FollowsDrift (ψ d : ℝ → ℝ) (τ : ℝ) : Prop :=
  ∃ u : ℝ → ℝ, ∀ t ∈ Icc 0 τ,
    HasDerivWithinAt d (u t) (Icc 0 τ) t ∧ ψ (d t) * u t = deriv ψ (d t)
```

A path $d$ follows the drift if it has a velocity $u(t)$ at every time in $[0,\tau]$, one-sided at the ends, and

$$\psi(d(t))\,u(t)=\psi'(d(t)).$$

Away from a node this is the usual $u=\psi'/\psi$. At the node of a linear function with $c\neq0$ it reads $0=c$, which no velocity satisfies. The quotient would be less safe, since Lean gives division by zero the value zero and the walker would appear to be at rest there.

```lean
/-- The mean velocity of the path `d` over a time step `τ ≠ 0`. -/
def meanVelocity (d : ℝ → ℝ) (τ : ℝ) : ℝ := (d τ - d 0) / τ
```

This is displacement divided by elapsed time, $(d(\tau)-d(0))/\tau$.

```lean
/-- The limited drift velocity that replaces the bare velocity `v` in a time step `τ`,
for `v` and `τ` positive. -/
def limitedVelocity (v τ : ℝ) : ℝ := v * (√(1 + 2 * v ^ 2 * τ) - 1) / (v ^ 2 * τ)
```

This is $w$ from above, as a function of $v$ and $\tau$. At this stage it is only a formula; its link to a moving walker comes later. The letter $v$ always means the bare drift velocity at the starting point, so it is also the inverse of the starting distance.

```lean
/-- The slope of the linear trial function is `c` everywhere. -/
theorem deriv_linearNode (c x : ℝ) : deriv (linearNode c) x = c := by
  have h : HasDerivAt (linearNode c) (c * 1) x := (hasDerivAt_id x).const_mul c
  rw [h.deriv, mul_one]
```

The derivative of $cx$ is $c$ everywhere. This turns the abstract `deriv ψ` of the drift condition into a number.

## The squared distance grows linearly

```lean
/-- Along the drift of a linear trial function of non-zero slope, the squared distance from the
node grows linearly in time. -/
theorem sq_distance {c τ : ℝ} {d : ℝ → ℝ} (hc : c ≠ 0)
    (hd : FollowsDrift (linearNode c) d τ) {t : ℝ} (ht : t ∈ Icc 0 τ) :
    d t ^ 2 = d 0 ^ 2 + 2 * t := by
  obtain ⟨u, hu⟩ := hd
  -- the quantity `d² - 2t` is conserved
  have key : ∀ s ∈ Icc 0 τ,
      HasDerivWithinAt (fun r => d r * d r - 2 * r) 0 (Icc 0 τ) s := by
    intro s hs
    obtain ⟨h1, h2⟩ := hu s hs
    rw [deriv_linearNode] at h2
    have h3 : d s * u s = 1 := by
      apply mul_left_cancel₀ hc
      unfold linearNode at h2
      linear_combination h2
    have h4 := (h1.mul h1).sub ((hasDerivWithinAt_id s (Icc 0 τ)).const_mul 2)
    exact h4.congr_deriv (by linear_combination 2 * h3)
  have hconst := constant_of_derivWithin_zero
    (fun s hs => (key s hs).differentiableWithinAt)
    (fun s hs => (key s (Ico_subset_Icc_self hs)).derivWithin
      (uniqueDiffOn_Icc (lt_of_le_of_lt hs.1 hs.2) s (Ico_subset_Icc_self hs))) t ht
  linear_combination hconst
```

The statement is $d(t)^2=d(0)^2+2t$ for every $t$ in $[0,\tau]$. By hand, the drift condition is $c\,d\,d'=c$, and cancelling $c$ gives $d\,d'=1$. Hence

$$\frac{\mathrm d}{\mathrm dt}\left(d^2-2t\right)=2\,d\,d'-2=0,$$

so $d^2-2t$ keeps its initial value $d(0)^2$.

The Lean proof takes the same route. `h3` is $d\,d'=1$, `key` is the vanishing derivative, and `constant_of_derivWithin_zero` is the theorem that a function with zero derivative on an interval is constant. The tactic `linear_combination` proves an equation by adding up multiples of known ones.

```lean
/-- A walker that starts at a positive distance from the node of a linear trial function of
non-zero slope and follows the drift is at distance `√(d(0)² + 2t)` at time `t`. -/
theorem distance_eq {c τ : ℝ} {d : ℝ → ℝ} (hc : c ≠ 0)
    (hd : FollowsDrift (linearNode c) d τ) (h0 : 0 < d 0) {t : ℝ} (ht : t ∈ Icc 0 τ) :
    d t = √(d 0 ^ 2 + 2 * t) := by
  have hcont : ContinuousOn d (Icc 0 τ) := by
    obtain ⟨u, hu⟩ := hd
    exact fun s hs => (hu s hs).1.continuousWithinAt
  -- a change of sign would require a passage through the node
  have hpos : 0 < d t := by
    by_contra h
    obtain ⟨s, hs, hs0⟩ := intermediate_value_Icc' ht.1
      (hcont.mono (Icc_subset_Icc_right ht.2)) ⟨not_lt.mp h, h0.le⟩
    have h1 := sq_distance hc hd (t := s) ⟨hs.1, hs.2.trans ht.2⟩
    rw [hs0] at h1
    nlinarith [pow_pos h0 2, hs.1]
  rw [← sq_distance hc hd ht, Real.sqrt_sq hpos.le]
```

If the walker starts at $d(0)>0$, then $d(t)=\sqrt{d(0)^2+2t}$. The previous result fixes only the square, so the sign has to be settled. Suppose $d(t)\le 0$ at some time. The path is continuous, so it must have passed through zero at some $s$ between $0$ and $t$. There the squared law would say $0=d(0)^2+2s$, although the right-hand side is positive. So $d(t)>0$, and taking the positive root finishes the argument.

In Lean, `intermediate_value_Icc'` supplies the time $s$ and `nlinarith`, a tactic for inequalities with products, finds the contradiction. Positivity is assumed at the start only.

```lean
/-- For every starting distance `a > 0` the path `√(a² + 2t)` follows the drift of the linear
trial function. -/
theorem sqrt_followsDrift (c τ : ℝ) {a : ℝ} (ha : 0 < a) :
    FollowsDrift (linearNode c) (fun t => √(a ^ 2 + 2 * t)) τ := by
  refine ⟨fun t => 1 / √(a ^ 2 + 2 * t), fun t ht => ?_⟩
  have hpos : 0 < a ^ 2 + 2 * t := by nlinarith [pow_pos ha 2, ht.1]
  have hs : √(a ^ 2 + 2 * t) ≠ 0 := (Real.sqrt_pos.mpr hpos).ne'
  constructor
  · have h : HasDerivAt (fun s : ℝ => a ^ 2 + 2 * s) (2 * 1) t :=
      ((hasDerivAt_id t).const_mul 2).const_add (a ^ 2)
    have h2 := (h.sqrt hpos.ne').hasDerivWithinAt (s := Icc 0 τ)
    exact h2.congr_deriv (mul_div_mul_left _ _ two_ne_zero)
  · rw [deriv_linearNode]
    change c * √(a ^ 2 + 2 * t) * (1 / √(a ^ 2 + 2 * t)) = c
    rw [mul_assoc, mul_one_div_cancel hs, mul_one]
```

Conversely, for every $a>0$ the path $\sqrt{a^2+2t}$ does follow the drift. Its derivative is $1/\sqrt{a^2+2t}$, and

$$c\sqrt{a^2+2t}\cdot\frac{1}{\sqrt{a^2+2t}}=c.$$

At $t=0$ its value is $a$, so there is a path from each positive starting distance and the theorems about such paths speak of something that exists.

## A quadratic equation for the limited velocity

```lean
/-- For positive `v` and `τ` the limited velocity `w` is positive and solves the quadratic
equation `τ v w² / 2 + w = v`. -/
theorem limitedVelocity_quadratic {v τ : ℝ} (hv : 0 < v) (hτ : 0 < τ) :
    0 < limitedVelocity v τ ∧
      τ * v * limitedVelocity v τ ^ 2 / 2 + limitedVelocity v τ = v := by
  have hp : 0 < v ^ 2 * τ := by positivity
  have hS : √(1 + 2 * v ^ 2 * τ) ^ 2 = 1 + 2 * v ^ 2 * τ :=
    Real.sq_sqrt (by positivity)
  have h1 : 1 < √(1 + 2 * v ^ 2 * τ) := by
    rw [Real.lt_sqrt zero_le_one]
    linarith
  have hP : limitedVelocity v τ * (v * τ) = √(1 + 2 * v ^ 2 * τ) - 1 := by
    apply mul_left_cancel₀ hv.ne'
    have h := div_mul_cancel₀ (v * (√(1 + 2 * v ^ 2 * τ) - 1)) hp.ne'
    unfold limitedVelocity
    linear_combination h
  refine ⟨div_pos (mul_pos hv (sub_pos.mpr h1)) hp, ?_⟩
  apply mul_left_cancel₀ (mul_pos hv hτ).ne'
  linear_combination
    ((limitedVelocity v τ * (v * τ) + √(1 + 2 * v ^ 2 * τ) - 1) / 2 + 1) * hP + hS / 2
```

For $v,\tau>0$ the limited velocity is positive and satisfies

$$\frac{\tau v w^2}{2}+w=v.$$

Write $S=\sqrt{1+2v^2\tau}$. Then $S>1$, which gives $w>0$, and the definition simplifies to $v\tau w=S-1$. Squaring $v\tau w+1=S$ gives

$$v^2\tau^2w^2+2v\tau w=2v^2\tau,$$

and division by $2v\tau$ gives the quadratic. In the proof, `hS` is the value of $S^2$, `h1` is $S>1$ and `hP` is $v\tau w=S-1$; the last `linear_combination` does the squaring.

The equation has a direct reading. The walker ends at $1/v+w\tau$, and the squared law demands $(1/v+w\tau)^2=1/v^2+2\tau$; expanding this and multiplying by $v/(2\tau)$ gives the same quadratic.

```lean
/-- For positive `v` and `τ` the limited velocity is greater than `v - τ v³ / 2` and greater than
`√(2/τ) - 1/(v τ)`. -/
theorem limitedVelocity_lower {v τ : ℝ} (hv : 0 < v) (hτ : 0 < τ) :
    v - τ * v ^ 3 / 2 < limitedVelocity v τ ∧
      √(2 / τ) - 1 / (v * τ) < limitedVelocity v τ := by
  obtain ⟨hw, hq⟩ := limitedVelocity_quadratic hv hτ
  have hvt : 0 < v * τ := mul_pos hv hτ
  constructor
  · have hlt : limitedVelocity v τ < v := by
      have : 0 < τ * v * limitedVelocity v τ ^ 2 / 2 := by positivity
      linarith
    have hsq := pow_lt_pow_left₀ hlt hw.le two_ne_zero
    have := mul_lt_mul_of_pos_left hsq hvt
    linarith
  · obtain ⟨k, hk⟩ : ∃ k, k = 1 / (v * τ) := ⟨_, rfl⟩
    have hk0 : 0 < k := by rw [hk]; positivity
    have hk1 : k * (v * τ) = 1 := by rw [hk]; exact one_div_mul_cancel hvt.ne'
    -- complete the square in the quadratic equation
    have e : 2 / τ = limitedVelocity v τ ^ 2 + 2 * limitedVelocity v τ * k := by
      rw [div_eq_iff hτ.ne']
      apply mul_left_cancel₀ hv.ne'
      linear_combination (-2) * hq - 2 * limitedVelocity v τ * hk1
    rw [← hk, sub_lt_iff_lt_add, Real.sqrt_lt' (by positivity), e]
    nlinarith [pow_pos hk0 2]
```

Two lower bounds follow for $v,\tau>0$:

$$v-\frac{\tau v^3}{2}<w,\qquad \sqrt{\frac{2}{\tau}}-\frac{1}{v\tau}<w.$$

For the first, the quadratic gives $w=v-\tau v w^2/2$, and its last term is positive, so $w<v$. Replacing $w^2$ by the larger $v^2$ then gives the bound. Together with $w<v$ it shows that the correction to the bare velocity is a small fraction of $v$ when $v^2\tau$ is small.

For the second, set $k=1/(v\tau)$ and multiply the quadratic by $2k$:

$$w^2+2kw=\frac{2}{\tau},\qquad\text{so}\qquad (w+k)^2=\frac{2}{\tau}+k^2>\frac{2}{\tau}.$$

Since $w+k>0$, taking roots gives $w+k>\sqrt{2/\tau}$. The equation `e` in the proof is the left-hand one, and the final `nlinarith` uses $k^2>0$.

## The mean velocity and its ceiling

```lean
/-- A walker that starts at distance `1/v` from the node of a linear trial function of non-zero
slope, with `v > 0`, and follows the drift for a time `τ > 0` has the limited velocity as its mean
velocity, and this is below both `v` and `√(2/τ)`. -/
theorem meanVelocity_eq_and_lt {c v τ : ℝ} {d : ℝ → ℝ} (hc : c ≠ 0) (hv : 0 < v) (hτ : 0 < τ)
    (hd : FollowsDrift (linearNode c) d τ) (h0 : d 0 = 1 / v) :
    meanVelocity d τ = v * (√(1 + 2 * v ^ 2 * τ) - 1) / (v ^ 2 * τ) ∧
      meanVelocity d τ < v ∧ meanVelocity d τ < √(2 / τ) := by
  have hpos : 0 < d 0 := by rw [h0]; positivity
  have hm : meanVelocity d τ = limitedVelocity v τ := by
    have hv1 : 1 / v * v = 1 := one_div_mul_cancel hv.ne'
    have e : (1 / v) ^ 2 + 2 * τ = (1 + 2 * v ^ 2 * τ) / v ^ 2 := by
      rw [eq_div_iff (pow_pos hv 2).ne']
      linear_combination (1 / v * v + 1) * hv1
    unfold meanVelocity limitedVelocity
    rw [distance_eq hc hd hpos ⟨hτ.le, le_rfl⟩, h0, e, Real.sqrt_div (by positivity),
      Real.sqrt_sq hv.le, div_sub_div_same, div_div,
      div_eq_div_iff (by positivity) (by positivity)]
    ring
  obtain ⟨hw, hq⟩ := limitedVelocity_quadratic hv hτ
  refine ⟨hm, ?_, ?_⟩
  · rw [hm]
    have : 0 < τ * v * limitedVelocity v τ ^ 2 / 2 := by positivity
    linarith
  · rw [hm, Real.lt_sqrt hw.le, lt_div_iff₀ hτ]
    refine lt_of_mul_lt_mul_left ?_ hv.le
    linarith
```

Here the formula meets the walker. The hypotheses are a non-zero slope, $v>0$, $\tau>0$, a path `d` that follows the drift, and the start $d(0)=1/v$. The conclusion has three parts, joined by `∧` ("and"): the mean velocity equals $w$, it is below $v$, and it is below $\sqrt{2/\tau}$.

For the first part, the distance formula at $t=\tau$ gives

$$d(\tau)=\sqrt{\frac1{v^2}+2\tau}=\frac{S}{v},\qquad \frac{d(\tau)-d(0)}{\tau}=\frac{S-1}{v\tau}=\frac{v(S-1)}{v^2\tau}.$$

This is `hm`. For the other two, both terms on the left of the quadratic are positive, so each is less than $v$. The second term gives $w<v$. The first gives $\tau v w^2/2<v$, hence $w^2<2/\tau$.

Take $\tau=0.01$ and $v=20$ as an instance. The walker starts at $1/v=0.05$, and $S=\sqrt{1+2\cdot400\cdot0.01}=3$. Hence

$$w=\frac{20\,(3-1)}{400\cdot 0.01}=10,$$

below both $v=20$ and $\sqrt{2/\tau}=\sqrt{200}\approx14.14$. The walker ends at $0.05+10\cdot0.01=0.15$, in agreement with $\sqrt{0.05^2+0.02}=0.15$. With the bare velocity held fixed it would have ended at $0.25$.

```lean
/-- For walkers that start at distances `1/v` from the node of a linear trial function of non-zero
slope and follow the drift for a fixed time `τ > 0`, the mean velocity tends to `√(2/τ)` as `v`
grows without bound. -/
theorem meanVelocity_tendsto {c τ : ℝ} {d : ℝ → ℝ → ℝ} (hc : c ≠ 0) (hτ : 0 < τ)
    (hd : ∀ v > 0, FollowsDrift (linearNode c) (d v) τ ∧ d v 0 = 1 / v) :
    Tendsto (fun v => meanVelocity (d v) τ) atTop (𝓝 √(2 / τ)) := by
  have hden : Tendsto (fun v : ℝ => v * τ) atTop atTop := tendsto_id.atTop_mul_const hτ
  have hinv : Tendsto (fun v : ℝ => 1 / (v * τ)) atTop (𝓝 0) :=
    tendsto_const_nhds.div_atTop hden
  have hlow : Tendsto (fun v : ℝ => √(2 / τ) - 1 / (v * τ)) atTop (𝓝 √(2 / τ)) := by
    have h := (tendsto_const_nhds (x := √(2 / τ))).sub hinv
    rwa [sub_zero] at h
  -- squeeze between the lower bound and the ceiling
  refine tendsto_of_tendsto_of_tendsto_of_le_of_le' hlow tendsto_const_nhds ?_ ?_
  · filter_upwards [eventually_gt_atTop 0] with v hv
    rw [(meanVelocity_eq_and_lt hc hv hτ (hd v hv).1 (hd v hv).2).1]
    exact (limitedVelocity_lower hv hτ).2.le
  · filter_upwards [eventually_gt_atTop 0] with v hv
    exact (meanVelocity_eq_and_lt hc hv hτ (hd v hv).1 (hd v hv).2).2.2.le

end

end NodalDriftLimiting
```

Now `d` is a family of paths, one for each $v$: `d v t` is the position at time $t$ of the walker that starts at $1/v$. If each of these with $v>0$ follows the drift for the same fixed $\tau>0$, the mean velocity tends to $\sqrt{2/\tau}$ as $v\to\infty$. In Lean, `Tendsto … atTop (𝓝 …)` says exactly this: `atTop` stands for $v\to\infty$ and `𝓝` for the neighbourhoods of the limit.

The argument is a squeeze. For every $v>0$,

$$\sqrt{\frac2\tau}-\frac1{v\tau}<w<\sqrt{\frac2\tau},$$

and the left side tends to $\sqrt{2/\tau}$ because $1/(v\tau)\to0$. In the proof `hlow` is that limit, and the two `filter_upwards` blocks supply the lower and upper inequalities for positive $v$. Physically, a walker released ever closer to the node is carried a distance approaching $\sqrt{2\tau}$, however large its initial drift velocity.

The step from here to a real calculation is to treat a many-electron trial function as linear, along the normal to its nodal surface, over the whole drift move. That is reasonable when $\sqrt{2\tau}$ and the starting distance are both small compared with the length over which the trial function curves. The random diffusive displacement is a separate part of the time step and does not enter the path $d$.

```lean
#print axioms NodalDriftLimiting.sqrt_followsDrift
#print axioms NodalDriftLimiting.meanVelocity_eq_and_lt
#print axioms NodalDriftLimiting.meanVelocity_tendsto
```

```
'NodalDriftLimiting.sqrt_followsDrift' depends on axioms: [propext, Classical.choice, Quot.sound]
'NodalDriftLimiting.meanVelocity_eq_and_lt' depends on axioms: [propext, Classical.choice, Quot.sound]
'NodalDriftLimiting.meanVelocity_tendsto' depends on axioms: [propext, Classical.choice, Quot.sound]
```
